# The effective vacancy formation energy tends to the lowest local energy as the temperature falls to zero

The effective vacancy formation energy F(T) is −T log ∑ᵢ wᵢ exp(−Eᵢ/T), where T stands for kT and a fraction wᵢ of the sites has local vacancy energy Eᵢ. The theorem `effEnergy_cold` states that F(T) tends to the smallest Eᵢ as T tends to zero from above, for a finite family of fixed energies with positive fractions summing to one. The proof squeezes F(T) between this minimum and E_j − T log w_j, where j is an index at which the minimum is attained. Both bounds rest on the identity ∑ᵢ wᵢ exp((F(T) − Eᵢ)/T) = 1; for the lower one, if F(T) were below every Eᵢ, each exponential would be less than one and so would the sum.

Lean 4 with Mathlib refuses this proof:

```lean
import Mathlib

open Filter Topology

namespace EffEnergyCold

noncomputable section

variable {ι : Type*} [Fintype ι]

/-- Site average of the vacancy Boltzmann factor at thermal energy `T = kT > 0`, where a
fraction `w i` of the sites has the local vacancy energy `E i`. -/
def siteAverage (w E : ι → ℝ) (T : ℝ) : ℝ := ∑ i, w i * Real.exp (-E i / T)

/-- Effective vacancy formation energy at thermal energy `T = kT > 0`: minus `kT` times the
logarithm of the site-averaged Boltzmann factor. -/
def effEnergy (w E : ι → ℝ) (T : ℝ) : ℝ := -T * Real.log (siteAverage w E T)

variable [Nonempty ι] {w : ι → ℝ}

/-- For a nonempty family of positive site fractions the averaged Boltzmann factor is positive. -/
theorem siteAverage_pos (hw : ∀ i, 0 < w i) (E : ι → ℝ) (T : ℝ) :
    0 < siteAverage w E T :=
  Finset.sum_pos (fun i _ => mul_pos (hw i) (Real.exp_pos _)) Finset.univ_nonempty

/-- For a nonempty family of positive site fractions and `kT > 0`, the Boltzmann factors measured
from the effective energy average to one. -/
theorem balance (hw : ∀ i, 0 < w i) (E : ι → ℝ) {T : ℝ} (hT : 0 < T) :
    ∑ i, w i * Real.exp ((effEnergy w E T - E i) / T) = 1 := by
  have hZ := siteAverage_pos hw E T
  have hF : effEnergy w E T / T = -Real.log (siteAverage w E T) := by
    unfold effEnergy
    field_simp
  have hterm : ∀ i, w i * Real.exp ((effEnergy w E T - E i) / T)
      = (siteAverage w E T)⁻¹ * (w i * Real.exp (-E i / T)) := by
    intro i
    have hx : (effEnergy w E T - E i) / T = effEnergy w E T / T + -E i / T := by ring
    rw [hx, Real.exp_add, hF, Real.exp_neg, Real.exp_log hZ]
    ring
  rw [Finset.sum_congr rfl (fun i _ => hterm i), ← Finset.mul_sum]
  exact inv_mul_cancel₀ hZ.ne'

/-- For positive site fractions summing to one, the effective formation energy tends to the
lowest local energy as `kT` tends to zero from above. -/
theorem effEnergy_cold (hw : ∀ i, 0 < w i) (h1 : ∑ i, w i = 1) (E : ι → ℝ) :
    Tendsto (effEnergy w E) (𝓝[>] 0)
      (𝓝 (Finset.univ.inf' Finset.univ_nonempty E)) := by
  obtain ⟨j, -, hj⟩ := Finset.exists_mem_eq_inf' Finset.univ_nonempty E
  have hmin : ∀ i, E j ≤ E i := fun i => hj ▸ Finset.inf'_le E (Finset.mem_univ i)
  rw [hj]
  have hc : Continuous (fun T : ℝ => E j - T * Real.log (w j)) := by fun_prop
  have hup : Tendsto (fun T : ℝ => E j - T * Real.log (w j)) (𝓝[>] 0) (𝓝 (E j)) := by
    have h := (hc.tendsto 0).mono_left (nhdsWithin_le_nhds (s := Set.Ioi 0))
    rwa [zero_mul, sub_zero] at h
  refine tendsto_of_tendsto_of_tendsto_of_le_of_le' tendsto_const_nhds hup ?_ ?_
  · filter_upwards [self_mem_nhdsWithin] with T hT
    have hT' : 0 < T := hT
    by_contra hlt
    have hs : ∑ i, w i * Real.exp ((effEnergy w E T - E i) / T) < ∑ i, w i :=
      Finset.sum_lt_sum_of_nonempty Finset.univ_nonempty fun i _ =>
        mul_lt_of_lt_one_right (hw i) (Real.exp_lt_one
          (div_neg_of_neg_of_pos (by linarith [hmin i, not_le.1 hlt]) hT'))
    rw [balance hw E hT', h1] at hs
    exact lt_irrefl _ hs
  · filter_upwards [self_mem_nhdsWithin] with T hT
    have hT' : 0 < T := hT
    -- the lowest site alone contributes at most the whole average
    have hs : w j * Real.exp ((effEnergy w E T - E j) / T) ≤ 1 := by
      rw [← balance hw E hT']
      exact Finset.single_le_sum
        (f := fun i => w i * Real.exp ((effEnergy w E T - E i) / T))
        (fun i _ => (mul_pos (hw i) (Real.exp_pos _)).le) (Finset.mem_univ j)
    have hl := Real.log_nonpos (mul_pos (hw j) (Real.exp_pos _)).le hs
    rw [Real.log_mul (hw j).ne' (Real.exp_pos _).ne', Real.log_exp] at hl
    have hd : (effEnergy w E T - E j) / T ≤ -Real.log (w j) := by linarith
    rw [div_le_iff₀ hT'] at hd
    linarith

end

end EffEnergyCold
```

Lean reports:

```
Main.lean:61:39: error(lean.unknownIdentifier): Unknown constant `Real.exp_lt_one`
```

What went wrong. The message says that no constant called `Real.exp_lt_one` exists in the environment Lean is using. The name is called in the proof of the lower bound, where each exponential must be shown to be less than one. The argument handed to it, built with `div_neg_of_neg_of_pos`, is a proof that the exponent `(effEnergy w E T - E i) / T` is negative. The mathematical step is sound, but Lean has no lemma under that name to carry it out.

The repair uses `Real.exp_lt_one_iff`, which states an equivalence: the exponential of a real number is less than one exactly when the number is negative. Since this is an equivalence and not an implication, `.2` is needed to select the direction from a negative exponent to an exponential below one. The result is the inequality that `mul_lt_of_lt_one_right` needs, and the proof of the negative exponent is kept as it was.

The mended proof, as a diff:

```diff
@@ -59,5 +59,5 @@
     have hs : ∑ i, w i * Real.exp ((effEnergy w E T - E i) / T) < ∑ i, w i :=
       Finset.sum_lt_sum_of_nonempty Finset.univ_nonempty fun i _ =>
-        mul_lt_of_lt_one_right (hw i) (Real.exp_lt_one
+        mul_lt_of_lt_one_right (hw i) (Real.exp_lt_one_iff.2
           (div_neg_of_neg_of_pos (by linarith [hmin i, not_le.1 hlt]) hT'))
     rw [balance hw E hT', h1] at hs
```
